# Origin-independent augmented dipoles fix the total augmentation charge when independent projectors are fewer than basis functions

In the projector augmented-wave and ultrasoft methods, smooth states with coefficient vectors $x, y \in \mathbb{C}^n$ have the overlap $x^\dagger S y$, where

$$S = 1 + P q P^\dagger .$$

The columns of the $n \times m$ matrix $P$ are the projector functions expanded in an orthonormal basis, and the $m \times m$ matrix $q$ holds the charges that the smooth states lack near the atoms. A transition dipole between two $S$-orthogonal states should not depend on where the origin is placed. The dipole has its own augmentation term, built from a charge distribution around the atoms, and the question is which total charge this distribution must carry.

The answer is $q$, provided that the projectors are linearly independent and $m < n$. Then the dipoles of all $S$-orthogonal pairs are origin independent if and only if the charges in the dipole sum to $q$. For dipole matrix elements of a molecule or another finite system, computed in a finite basis, this is a consistency condition between the data in the overlap and the data in the dipole.

The word "projector" follows the usage of these methods: $P$ is a rectangular matrix of functions, not an idempotent operator. In the code, `ᴴ` is the conjugate transpose $\dagger$, and `star x ⬝ᵥ (A *ᵥ y)` is $x^\dagger A y$. The finite types `n`, `m` and `ι` label basis functions, projectors and augmentation point charges.

In Lean 4 with Mathlib:

```lean
import Mathlib

open Matrix
open scoped ComplexOrder

namespace AugmentedDipole

noncomputable section

variable {n m ι : Type*} [Fintype n] [DecidableEq n] [Fintype m] [Fintype ι]
```

## The overlap operator for a given charge matrix

Two charge matrices will be compared, so the operator is written as a function of its charge matrix:

$$S_p = 1 + P p P^\dagger .$$

The physical overlap is $S_q$.

```lean
/-- The augmented overlap operator `1 + P q Pᴴ` with projectors `P` and augmentation
charges `q`, in an orthonormal basis. -/
def augOp (P : Matrix n m ℂ) (q : Matrix m m ℂ) : Matrix n n ℂ := 1 + P * q * Pᴴ
```

Neither hermiticity of $q$ nor positivity of $S_q$ is assumed anywhere below. Physical overlaps have both properties and are included as a special case. Without hermiticity, "$x$ and $y$ are orthogonal" means $x^\dagger S_q y = 0$ in that order.

## Dipole moment of the augmentation charges

Let point charges sit at positions $r_g \in \mathbb{R}^3$, labelled by $g$. Each carries a matrix $Q_g$, whose entry $(Q_g)_{ij}$ is the charge belonging to the projector pair $i, j$. About an origin $R$, component $k$ of their dipole moment is

$$M_k(R) = \sum_g (r_{g,k} - R_k)\, Q_g .$$

```lean
/-- Component `k` of the dipole moment, about the origin `R`, of augmentation point charges
`Q g` at the positions `r g`. -/
def augMoment (r : ι → Fin 3 → ℝ) (Q : ι → Matrix m m ℂ) (R : Fin 3 → ℝ) (k : Fin 3) :
    Matrix m m ℂ := ∑ g, ((r g k - R k : ℝ) : ℂ) • Q g
```

This model replaces a continuous augmentation density $Q_{ij}(\mathbf r)$ by finitely many point charges. The sum $\sum_g Q_g$ stands for the integral of that density over space.

## The transition dipole

Let $X_k$ be the matrix of the position component $k$ in the basis, about the coordinate zero. Because the basis is orthonormal, moving the origin to $R$ subtracts $R_k$ times the unit matrix. Adding the augmentation part gives

$$D_k(R) = x^\dagger \left( X_k - R_k 1 + P M_k(R) P^\dagger \right) y .$$

```lean
/-- The augmented transition dipole between `x` and `y` about the origin `R`: the position
matrices `X` of the basis plus the dipole moment of the augmentation charges. -/
def dipole (X : Fin 3 → Matrix n n ℂ) (r : ι → Fin 3 → ℝ) (Q : ι → Matrix m m ℂ)
    (P : Matrix n m ℂ) (R : Fin 3 → ℝ) (x y : n → ℂ) (k : Fin 3) : ℂ :=
  star x ⬝ᵥ ((X k - (R k : ℂ) • (1 : Matrix n n ℂ) + P * augMoment r Q R k * Pᴴ) *ᵥ y)
```

The components are numbered 0, 1, 2. The quantity `dipole` is a position matrix element, without the factor of the electron charge. The matrices $X_k$ are arbitrary, since only their behaviour under a shift matters. The vectors are not normalised: for nonzero states and positive definite $S_q$, the value for normalised states is $D_k(R)$ divided by $\sqrt{(x^\dagger S_q x)(y^\dagger S_q y)}$, a factor that does not involve the origin.

## Shifting the origin

Replace $R$ by $R + a$. In each term of the augmentation moment, $r_{g,k} - R_k - a_k$ appears in place of $r_{g,k} - R_k$, so

$$M_k(R + a) = M_k(R) - a_k \sum_g Q_g .$$

```lean
omit [Fintype m] in
/-- Moving the origin by `a` lowers the augmentation dipole by `a` times the total
augmentation charge. -/
theorem augMoment_shift (r : ι → Fin 3 → ℝ) (Q : ι → Matrix m m ℂ) (R a : Fin 3 → ℝ)
    (k : Fin 3) :
    augMoment r Q (R + a) k = augMoment r Q R k - (a k : ℂ) • ∑ g, Q g := by
  simp only [augMoment, Finset.smul_sum, ← Finset.sum_sub_distrib]
  refine Finset.sum_congr rfl fun g _ => ?_
  rw [← sub_smul]
  congr 1
  simp only [Pi.add_apply]
  push_cast
  ring
```

The proof combines the two sums into one and compares them charge by charge, where `ring` settles the scalar identity.

Write $Q_{\rm tot} = \sum_g Q_g$. The basis part of the dipole operator loses $a_k 1$, and the augmentation part loses $a_k P Q_{\rm tot} P^\dagger$. Together they lose $a_k S_{Q_{\rm tot}}$, hence

$$D_k(R + a) = D_k(R) - a_k\, x^\dagger S_{Q_{\rm tot}} y .$$

```lean
/-- Moving the origin by `a` lowers the transition dipole by `a` times the augmented overlap
formed with the total augmentation charge. -/
theorem dipole_shift (X : Fin 3 → Matrix n n ℂ) (r : ι → Fin 3 → ℝ) (Q : ι → Matrix m m ℂ)
    (P : Matrix n m ℂ) (R a : Fin 3 → ℝ) (x y : n → ℂ) (k : Fin 3) :
    dipole X r Q P (R + a) x y k =
      dipole X r Q P R x y k - (a k : ℂ) * (star x ⬝ᵥ (augOp P (∑ g, Q g) *ᵥ y)) := by
  have e : X k - ((R + a) k : ℂ) • (1 : Matrix n n ℂ) + P * augMoment r Q (R + a) k * Pᴴ =
      (X k - (R k : ℂ) • (1 : Matrix n n ℂ) + P * augMoment r Q R k * Pᴴ)
        - (a k : ℂ) • augOp P (∑ g, Q g) := by
    rw [augMoment_shift]
    simp only [augOp, Pi.add_apply, Complex.ofReal_add, Matrix.mul_sub, Matrix.sub_mul,
      Matrix.mul_smul, Matrix.smul_mul]
    module
  rw [dipole, e, Matrix.sub_mulVec, Matrix.smul_mulVec, dotProduct_sub, dotProduct_smul,
    smul_eq_mul, dipole]
```

The intermediate statement `e` is this identity for the operators, closed by `module` after the matrix products have been distributed. The last rewriting takes the matrix element between $x$ and $y$.

The overlap that governs the shift is thus formed with the charges in the dipole, not with $q$. If $x^\dagger S_{Q_{\rm tot}} y = 0$, then choosing $a = R' - R$ gives $D_k(R') = D_k(R)$ for every $k$ and any two origins.

```lean
/-- If the augmented overlap of `x` and `y`, formed with the total augmentation charge,
vanishes, their transition dipole is the same about any two origins. -/
theorem dipole_eq_of_overlap_zero (X : Fin 3 → Matrix n n ℂ) (r : ι → Fin 3 → ℝ)
    (Q : ι → Matrix m m ℂ) (P : Matrix n m ℂ) {x y : n → ℂ}
    (h : star x ⬝ᵥ (augOp P (∑ g, Q g) *ᵥ y) = 0) (R R' : Fin 3 → ℝ) :
    dipole X r Q P R x y = dipole X r Q P R' x y := by
  funext k
  have e := dipole_shift X r Q P R (R' - R) x y k
  rw [add_sub_cancel, h, mul_zero, sub_zero] at e
  exact e.symm
```

This holds for any $P$, with no condition on its columns or its size. When $Q_{\rm tot} = q$, it gives origin independence for every $S_q$-orthogonal pair. The converse needs more work.

## Vectors that no projector sees

Suppose $P^\dagger z = 0$. Taking the adjoint gives $z^\dagger P = 0$, so for every charge matrix $p$ and every $y$

$$z^\dagger S_p y = z^\dagger y + (z^\dagger P)\, p P^\dagger y = z^\dagger y, \qquad S_p z = z + P p\,(P^\dagger z) = z .$$

```lean
/-- On a vector `z` that no projector sees, every augmented overlap operator acts as the
identity, from the left and from the right. -/
theorem augOp_invisible {P : Matrix n m ℂ} {z : n → ℂ} (hz : Pᴴ *ᵥ z = 0)
    (q : Matrix m m ℂ) (y : n → ℂ) :
    star z ⬝ᵥ (augOp P q *ᵥ y) = star z ⬝ᵥ y ∧ augOp P q *ᵥ z = z := by
  have hl : star z ᵥ* P = 0 := by
    have h := Matrix.star_mulVec Pᴴ z
    rw [hz, Matrix.conjTranspose_conjTranspose, star_zero] at h
    exact h.symm
  constructor
  · rw [augOp, Matrix.add_mulVec, Matrix.one_mulVec, dotProduct_add, Matrix.dotProduct_mulVec,
      Matrix.mul_assoc, ← Matrix.vecMul_vecMul, hl, Matrix.zero_vecMul, zero_dotProduct,
      add_zero]
  · rw [augOp, Matrix.add_mulVec, Matrix.one_mulVec, ← Matrix.mulVec_mulVec, hz,
      Matrix.mulVec_zero, add_zero]
```

The two parts of the conclusion are these two equations, and `hl` is the adjoint relation $z^\dagger P = 0$. Such a $z$ has the same overlap with any state whatever the charge matrix, which makes it a probe for comparing $S_{q'}$ with $S_q$.

## Cancelling independent projectors

Independence of the columns means that $Pc = 0$ only for $c = 0$. If $PA = 0$ for a matrix $A$, then $P$ annihilates each column of $A$, so each column is zero and $A = 0$.

```lean
omit [Fintype n] [DecidableEq n] in
/-- A projector matrix with independent columns can be cancelled from the left. -/
theorem projector_cancel {l : Type*} {P : Matrix n m ℂ} (hP : ∀ c, P *ᵥ c = 0 → c = 0)
    {A : Matrix m l ℂ} (h : P * A = 0) : A = 0 := by
  ext i j
  have hc : P *ᵥ (fun k => A k j) = 0 := by
    ext a
    have e := congrFun (congrFun h a) j
    simpa [Matrix.mul_apply, Matrix.mulVec, dotProduct] using e
  exact congrFun (hP _ hc) i
```

The hypothesis `hP` is the independence condition written out, and `hc` applies $P$ to column $j$ of $A$.

## The charge matrix is determined by the orthogonal pairs

Let $q'$ be a second charge matrix, and suppose that $x^\dagger S_{q'} y = 0$ whenever $x^\dagger S_q y = 0$. The claim is that $q' = q$.

Since $m < n$, the map $P^\dagger : \mathbb{C}^n \to \mathbb{C}^m$ cannot be injective, so there is a nonzero $z$ with $P^\dagger z = 0$.

Take any $x$, and first a $y$ with $z^\dagger y \neq 0$. Set

$$c = \frac{x^\dagger S_q y}{z^\dagger y}, \qquad x' = x - \bar c\, z .$$

For every charge matrix $p$,

$$x'^\dagger S_p y = x^\dagger S_p y - c\, z^\dagger y = x^\dagger S_p y - x^\dagger S_q y .$$

For $p = q$ the right side is zero, so $x'$ and $y$ are orthogonal under $S_q$. By assumption the left side then vanishes for $p = q'$ too, which gives $x^\dagger S_{q'} y = x^\dagger S_q y$.

If instead $z^\dagger y = 0$, then $z^\dagger (y + z) = z^\dagger z \neq 0$, and the result just found applies to $y + z$:

$$x^\dagger S_{q'} y + x^\dagger z = x^\dagger S_q y + x^\dagger z .$$

Cancelling $x^\dagger z$ gives the same equality as before. The two forms therefore agree on all pairs, so $S_{q'} = S_q$ and

$$P (q' - q) P^\dagger = 0 .$$

Cancelling $P$ on the left leaves $(q' - q) P^\dagger = 0$. Its adjoint is $P (q' - q)^\dagger = 0$, and a second cancellation gives $q' = q$. The opposite implication is immediate.

```lean
/-- For independent projectors, fewer than the basis functions, the form of `1 + P q' Pᴴ`
vanishes on all pairs orthogonal under `1 + P q Pᴴ` if and only if `q' = q`. -/
theorem overlap_vanishes_iff {P : Matrix n m ℂ} (hP : ∀ c, P *ᵥ c = 0 → c = 0)
    (hmn : Fintype.card m < Fintype.card n) (q q' : Matrix m m ℂ) :
    (∀ x y : n → ℂ, star x ⬝ᵥ (augOp P q *ᵥ y) = 0 → star x ⬝ᵥ (augOp P q' *ᵥ y) = 0) ↔
      q' = q := by
  refine ⟨fun h => ?_, fun h x y hxy => by rw [h]; exact hxy⟩
  -- a nonzero vector that no projector sees
  obtain ⟨z, hz, hz0⟩ : ∃ z : n → ℂ, Pᴴ *ᵥ z = 0 ∧ z ≠ 0 := by
    by_contra hno
    have hinj : Function.Injective (Matrix.mulVecLin Pᴴ) := by
      refine (injective_iff_map_eq_zero _).mpr fun v hv => ?_
      by_contra hv0
      exact hno ⟨v, hv, hv0⟩
    have hle := LinearMap.finrank_le_finrank_of_injective hinj
    rw [Module.finrank_fintype_fun_eq_card, Module.finrank_fintype_fun_eq_card] at hle
    omega
  -- mixing `z` into `x` makes it orthogonal to `y`
  have key : ∀ x y : n → ℂ, star z ⬝ᵥ y ≠ 0 →
      star x ⬝ᵥ (augOp P q' *ᵥ y) = star x ⬝ᵥ (augOp P q *ᵥ y) := by
    intro x y hw
    obtain ⟨c, hc⟩ : ∃ c : ℂ, c * (star z ⬝ᵥ y) = star x ⬝ᵥ (augOp P q *ᵥ y) :=
      ⟨_, div_mul_cancel₀ _ hw⟩
    have e : ∀ p, star (x - star c • z) ⬝ᵥ (augOp P p *ᵥ y) =
        star x ⬝ᵥ (augOp P p *ᵥ y) - star x ⬝ᵥ (augOp P q *ᵥ y) := by
      intro p
      rw [star_sub, star_smul, star_star, sub_dotProduct, smul_dotProduct,
        (augOp_invisible hz p y).1, smul_eq_mul, hc]
    have h0 := h _ y ((e q).trans (sub_self _))
    rw [e q'] at h0
    exact sub_eq_zero.mp h0
  have forms : ∀ x y : n → ℂ,
      star x ⬝ᵥ (augOp P q' *ᵥ y) = star x ⬝ᵥ (augOp P q *ᵥ y) := by
    intro x y
    by_cases hw : star z ⬝ᵥ y = 0
    · have h1 := key x (y + z) (by
        rw [dotProduct_add, hw, zero_add]
        exact fun h0 => hz0 (dotProduct_star_self_eq_zero.mp h0))
      rw [Matrix.mulVec_add, Matrix.mulVec_add, (augOp_invisible hz q' y).2,
        (augOp_invisible hz q y).2, dotProduct_add, dotProduct_add] at h1
      exact add_right_cancel h1
    · exact key x y hw
  -- equal forms give equal operators
  have hop : augOp P q' = augOp P q := by
    refine Matrix.toLin'.injective (LinearMap.ext fun y => ?_)
    rw [Matrix.toLin'_apply, Matrix.toLin'_apply]
    refine dotProduct_eq _ _ fun u => ?_
    have h1 := forms (star u) y
    rw [star_star] at h1
    rw [dotProduct_comm, h1, dotProduct_comm]
  -- cancel the projectors on both sides
  have hPP : P * q' * Pᴴ = P * q * Pᴴ := add_left_cancel hop
  have h0 : P * ((q' - q) * Pᴴ) = 0 := by
    rw [Matrix.sub_mul, Matrix.mul_sub, ← Matrix.mul_assoc, ← Matrix.mul_assoc, hPP, sub_self]
  have h2 : P * (q' - q)ᴴ = 0 := by
    have h1 := congrArg Matrix.conjTranspose (projector_cancel hP h0)
    simpa only [Matrix.conjTranspose_mul, Matrix.conjTranspose_conjTranspose,
      Matrix.conjTranspose_zero] using h1
  exact sub_eq_zero.mp (Matrix.conjTranspose_eq_zero.mp (projector_cancel hP h2))
```

The theorem says that, for independent projectors fewer than the basis functions, the implication between the two orthogonality relations holds for all `x` and `y` exactly when `q' = q`. The hypothesis `hmn` is $m < n$.

In the proof, a comparison of dimensions supplies `z`. The statement `key` treats the case $z^\dagger y \neq 0$, with `e` as the formula for $x'^\dagger S_p y$, and `forms` adds the remaining case. Then `hop` passes from equal forms to equal operators, and `h0` and `h2` prepare the two uses of `projector_cancel`.

Both hypotheses have work to do. With $m = n \geq 1$ the equivalence can fail: for $P = 1$, $q = 0$ and $q' = 1$, the second form is $2x^\dagger y$, which vanishes on all orthogonal pairs although $q' \neq q$. If the projectors are dependent, with $Pc = 0$ for some $c \neq 0$, then $q$ and $q + c c^\dagger$ give the same overlap operator.

## Origin independence and the total charge

Suppose that the dipoles of all $S_q$-orthogonal pairs are origin independent. For such a pair, compare the origins $0$ and $a = (1, 1, 1)$ in the component $k = 0$. The shift formula reads

$$D_0(a) = D_0(0) - x^\dagger S_{Q_{\rm tot}} y ,$$

and the two dipoles are equal, so $x^\dagger S_{Q_{\rm tot}} y = 0$. Every pair orthogonal under $S_q$ is therefore orthogonal under $S_{Q_{\rm tot}}$, and the preceding theorem with $q' = Q_{\rm tot}$ gives $\sum_g Q_g = q$. Conversely, if the charges sum to $q$, the form in the shift formula vanishes for each such pair and the origin drops out.

```lean
/-- For independent projectors, fewer than the basis functions, the transition dipoles of all
pairs orthogonal under `1 + P q Pᴴ` are origin independent if and only if the augmentation
charges in the dipole sum to `q`. -/
theorem dipole_origin_independent_iff (X : Fin 3 → Matrix n n ℂ) (r : ι → Fin 3 → ℝ)
    (Q : ι → Matrix m m ℂ) {P : Matrix n m ℂ} (hP : ∀ c, P *ᵥ c = 0 → c = 0)
    (hmn : Fintype.card m < Fintype.card n) (q : Matrix m m ℂ) :
    (∀ x y : n → ℂ, star x ⬝ᵥ (augOp P q *ᵥ y) = 0 →
      ∀ R R', dipole X r Q P R x y = dipole X r Q P R' x y) ↔ ∑ g, Q g = q := by
  rw [← overlap_vanishes_iff hP hmn q (∑ g, Q g)]
  refine ⟨fun h x y hxy => ?_, fun h x y hxy =>
    dipole_eq_of_overlap_zero X r Q P (h x y hxy)⟩
  -- compare two origins that differ by one unit in each coordinate
  have e := dipole_shift X r Q P 0 (fun _ => 1) x y 0
  rw [← h x y hxy 0 (0 + fun _ => 1), Complex.ofReal_one, one_mul] at e
  linear_combination e

end

end AugmentedDipole
```

The left side of the equivalence quantifies over all pairs with $x^\dagger S_q y = 0$ and over all origins `R` and `R'`; the right side is the sum rule for the charges. The first rewriting replaces the sum rule by the implication between orthogonality relations. What remains is the shift argument in one direction and `dipole_eq_of_overlap_zero` in the other.

The condition concerns all orthogonal pairs together. A single pair can have an origin-independent dipole although the sum rule fails, for instance when neither state overlaps with any projector. Only the total charge is constrained: the positions $r_g$ and the division of $q$ among the point charges remain free, and they can still affect the value of the dipole.

```lean
#print axioms AugmentedDipole.dipole_origin_independent_iff
```

```
'AugmentedDipole.dipole_origin_independent_iff' depends on axioms: [propext, Classical.choice, Quot.sound]
```
